# Projector norms for the Gaussian eigenfunctions $e^{-cx^2/2}$ and $x\,e^{-cx^2/2}$ of the complex oscillator

Complex scaling, used to compute resonances, replaces $x$ by $e^{i\theta}x$ in a Hamiltonian. Applied to $-d^2/dx^2+x^2$, it gives, up to the factor $e^{-2i\theta}$, the non-Hermitian oscillator

$$H_c=-\frac{d^2}{dx^2}+c^2x^2,\qquad c=e^{2i\theta}.$$

Its eigenfunctions are normalised with $\int f^2$ instead of $\int|f|^2$. How far apart are these two quantities, and what does the difference do to the projector onto an eigenfunction? For any complex $c$ with $\operatorname{Re}c>0$, the condition that makes the Gaussians decay, the answer for the first two states is a power of $|c|/\operatorname{Re}c$.

## The oscillator and its two states

All quantities are dimensionless. The wave functions live in $L^2(\mathbb R)$, with Lebesgue measure `volume`.

```lean
import Mathlib

open MeasureTheory
open scoped Real ComplexConjugate

namespace ComplexOscillator

noncomputable section

/-- The Hilbert space of square-integrable wave functions on the line. -/
abbrev L2 := Lp ℂ 2 (volume : Measure ℝ)
```

The oscillator is taken as a differential expression acting pointwise on functions $\mathbb R\to\mathbb C$. No operator domain is specified.

```lean
/-- The oscillator `-d²/dx² + c² x²` with complex parameter `c`. -/
def oscillator (c : ℂ) (f : ℝ → ℂ) (x : ℝ) : ℂ :=
  -deriv (deriv f) x + c ^ 2 * (x : ℂ) ^ 2 * f x
```

The two states are $f_0(x)=e^{-cx^2/2}$, called `ground c`,

```lean
/-- The Gaussian state `exp(-c x²/2)`. -/
def ground (c : ℂ) (x : ℝ) : ℂ := Complex.exp (-(c / 2) * (x : ℂ) ^ 2)
```

and $f_1(x)=x f_0(x)$, called `excited c`. Neither is normalised.

```lean
/-- The state `x exp(-c x²/2)`. -/
def excited (c : ℂ) (x : ℝ) : ℂ := (x : ℂ) * ground c x
```

## A projector built without conjugation

For a square-integrable $f$ with $\int f^2\neq0$, the operator of interest is

$$P_f\,g=\frac{\int fg}{\int f^2}\,f .$$

Mathlib's inner product conjugates its first argument, so $\int fg=\langle\bar f,g\rangle$. The conjugate state is therefore needed as a vector of $L^2$. The hypothesis `MemLp f 2 volume` says that $f$ is measurable up to null sets and square-integrable, and `toLp` turns such a function into a vector.

```lean
/-- The complex conjugate of a square-integrable wave function, as a vector of `L2`. -/
def conjState {f : ℝ → ℂ} (hf : MemLp f 2 volume) : L2 :=
  MemLp.toLp (fun x => conj (f x))
    (hf.congr_norm (Complex.continuous_conj.comp_aestronglyMeasurable hf.1)
      (ae_of_all _ fun x => (Complex.norm_conj (f x)).symm))
```

The projector is then a bounded linear map on the whole of $L^2$, so its norm is the true operator norm.

```lean
/-- The operator `g ↦ (∫ f g / ∫ f²) f` on `L2`, written with the inner product. It is the zero map
if `∫ f² = 0`. -/
def projector {f : ℝ → ℂ} (hf : MemLp f 2 volume) : L2 →L[ℂ] L2 :=
  (∫ x, f x ^ 2)⁻¹ • (innerSL ℂ (conjState hf)).smulRight (hf.toLp f)
```

## Eigenvalues $c$ and $3c$

The product and chain rules give

$$f_0'=-cxf_0=-cf_1,\qquad f_1'=f_0-cx^2f_0 .$$

```lean
/-- First derivatives of the two states. -/
theorem hasDerivAt_states (c : ℂ) (x : ℝ) :
    HasDerivAt (ground c) (-c * excited c x) x ∧
    HasDerivAt (excited c) (ground c x - c * ((x : ℂ) ^ 2 * ground c x)) x := by
  have h2 : HasDerivAt (fun z : ℂ => z ^ 2) (2 * (x : ℂ)) (x : ℂ) := by
    simpa using hasDerivAt_pow 2 (x : ℂ)
  have hg : HasDerivAt (ground c) (-c * excited c x) x :=
    ((h2.const_mul (-(c / 2))).cexp.comp_ofReal).congr_deriv (by
      simp only [excited, ground]; ring)
  have hid : HasDerivAt (fun y : ℝ => (y : ℂ)) 1 x := (hasDerivAt_id (x : ℂ)).comp_ofReal
  exact ⟨hg, (hid.fun_mul hg).congr_deriv (by simp only [excited]; ring)⟩
```

Differentiating again,

$$f_0''=-cf_1'=-cf_0+c^2x^2f_0,$$
$$f_1''=f_0'-c(xf_1)'=-cf_1-cf_1-cxf_1'=-3cf_1+c^2x^2f_1 .$$

Hence $H_cf_0=cf_0$ and $H_cf_1=3cf_1$. These identities hold for every complex $c$; the sign of $\operatorname{Re}c$ matters only for integrals. In the code, `d0` and `d1` supply the first derivatives as functions, and `ring` does the final algebra.

```lean
/-- The two states solve the eigenvalue equation of the complex oscillator with
eigenvalues `c` and `3c`. -/
theorem oscillator_eigen (c : ℂ) (x : ℝ) :
    oscillator c (ground c) x = c * ground c x ∧
    oscillator c (excited c) x = 3 * c * excited c x := by
  have d0 : deriv (ground c) = fun y => -c * excited c y :=
    funext fun y => (hasDerivAt_states c y).1.deriv
  have d1 : deriv (excited c) = fun y => ground c y - c * ((y : ℂ) * excited c y) :=
    funext fun y => (hasDerivAt_states c y).2.deriv.trans (by simp only [excited]; ring)
  obtain ⟨hg, he⟩ := hasDerivAt_states c x
  have hid : HasDerivAt (fun y : ℝ => (y : ℂ)) 1 x := (hasDerivAt_id (x : ℂ)).comp_ofReal
  constructor
  · rw [oscillator, d0, (he.const_mul (-c)).deriv]
    ring
  · rw [oscillator, d1, (hg.fun_sub ((hid.fun_mul he).const_mul c)).deriv]
    simp only [excited]
    ring
```

## Square-integrability

From here on, $\operatorname{Re}c>0$. Since $|f_0(x)|=e^{-(\operatorname{Re}c)x^2/2}$, the functions $f_0$, $xf_0$ and $x^2f_0$ are all integrable. Mathlib has the first two cases; the third follows by comparison with a real Gaussian times $x^2$.

```lean
/-- For `Re c > 0` the Gaussian state and its products with `x` and `x²` are integrable. -/
theorem integrable_states {c : ℂ} (hc : 0 < c.re) :
    Integrable (ground c) ∧ Integrable (excited c) ∧
    Integrable (fun x : ℝ => (x : ℂ) ^ 2 * ground c x) := by
  have hb : 0 < (c / 2).re := by simpa using hc
  have hg : Integrable (ground c) := integrable_cexp_neg_mul_sq hb
  refine ⟨hg, integrable_mul_cexp_neg_mul_sq hb, ?_⟩
  -- compare with the real function `x² exp(-(Re c) x²/2)`
  refine (integrable_rpow_mul_exp_neg_mul_sq (half_pos hc) (s := 2) (by norm_num)).mono'
    ((Complex.continuous_ofReal.pow 2).aestronglyMeasurable.mul hg.1) (ae_of_all _ fun x => ?_)
  have hn : ‖ground c x‖ = Real.exp (-(c.re / 2) * x ^ 2) := by
    rw [ground, Complex.norm_exp, ← Complex.ofReal_pow, Complex.re_mul_ofReal]
    simp
  rw [norm_mul, norm_pow, Complex.norm_real, Real.norm_eq_abs, sq_abs, hn, Real.rpow_two]
```

Squaring the Gaussian doubles its parameter: $f_0^2=e^{-cx^2}$, which is `ground (2 * c)`.

```lean
/-- The square of the Gaussian state is the Gaussian state with doubled parameter. -/
theorem ground_sq (c : ℂ) (x : ℝ) : ground c x ^ 2 = ground (2 * c) x := by
  rw [ground, ground, ← Complex.exp_nat_mul]
  congr 1
  push_cast
  ring
```

So $|f_0|^2=|e^{-cx^2}|$ and $|f_1|^2=|x^2e^{-cx^2}|$, and both are integrable by the previous result with $2c$ in place of $c$.

```lean
/-- For `Re c > 0` both states are square-integrable. -/
theorem memLp_states {c : ℂ} (hc : 0 < c.re) :
    MemLp (ground c) 2 volume ∧ MemLp (excited c) 2 volume := by
  have h2 : 0 < (2 * c).re := by simpa using hc
  obtain ⟨i0, -, i2⟩ := integrable_states h2
  obtain ⟨j0, j1, -⟩ := integrable_states hc
  constructor
  · refine (memLp_two_iff_integrable_sq_norm j0.1).2 (i0.norm.congr (ae_of_all _ fun x => ?_))
    simp only [← ground_sq, norm_pow]
  · refine (memLp_two_iff_integrable_sq_norm j1.1).2 (i2.norm.congr (ae_of_all _ fun x => ?_))
    simp only [← ground_sq, excited, norm_mul, norm_pow, mul_pow]
```

## The norm of the projector

Setting $g=f$ gives $P_ff=f$. As $P_fg$ is always a multiple of $f$, it follows that $P_f^2=P_f$. For the norm, Cauchy–Schwarz gives

$$\|P_fg\|=\frac{|\langle\bar f,g\rangle|}{|\int f^2|}\,\|f\|\le\frac{\|\bar f\|\,\|f\|}{|\int f^2|}\,\|g\|,$$

with equality at $g=\bar f$. Because $\|\bar f\|=\|f\|$,

$$\|P_f\|=\frac{\int|f|^2}{|\int f^2|}.$$

The argument turns on `smulRight`, which makes the rank-one map $g\mapsto\ell(g)\,v$ from a bounded functional $\ell$ and a vector $v$. The lemma `ContinuousLinearMap.norm_smulRight_apply` states that its norm is exactly $\|\ell\|\,\|v\|$, and `innerSL_apply_norm` states that the functional $\langle\bar f,\cdot\rangle$ has norm $\|\bar f\|$. Together they replace both the Cauchy–Schwarz bound and the search for a maximising $g$. What remains is `key`, which computes $\|f\|^2$ and $\|\bar f\|^2$ as the same integral.

```lean
/-- If `∫ f² ≠ 0`, the operator acts as `g ↦ (∫ f g / ∫ f²) f`, is idempotent, and its norm
times `|∫ f²|` equals `∫ |f|²`. -/
theorem projector_spec {f : ℝ → ℂ} (hf : MemLp f 2 volume) (h : ∫ x, f x ^ 2 ≠ 0) :
    (∀ g : L2, projector hf g = ((∫ x, f x * g x) / ∫ x, f x ^ 2) • hf.toLp f) ∧
    projector hf * projector hf = projector hf ∧
    ‖projector hf‖ * ‖∫ x, f x ^ 2‖ = ∫ x, ‖f x‖ ^ 2 := by
  have hψ : conjState hf =ᵐ[volume] fun x => conj (f x) := MemLp.coeFn_toLp _
  have happ : ∀ g : L2,
      projector hf g = ((∫ x, f x * g x) / ∫ x, f x ^ 2) • hf.toLp f := by
    intro g
    have e : inner ℂ (conjState hf) g = ∫ x, f x * g x := by
      rw [L2.inner_def]
      refine integral_congr_ae ?_
      filter_upwards [hψ] with x hx
      rw [hx, RCLike.inner_apply, Complex.conj_conj, mul_comm]
    rw [← e, div_eq_inv_mul, mul_smul]
    rfl
  refine ⟨happ, ?_, ?_⟩
  · -- the operator fixes `f`, hence it is idempotent
    have e : ∫ x, f x * (hf.toLp f) x = ∫ x, f x ^ 2 := by
      refine integral_congr_ae ?_
      filter_upwards [hf.coeFn_toLp] with x hx
      rw [hx, sq]
    have hfix : projector hf (hf.toLp f) = hf.toLp f := by
      rw [happ, e, div_self h, one_smul]
    refine ContinuousLinearMap.ext fun g => ?_
    change projector hf (projector hf g) = projector hf g
    rw [happ g, map_smul, hfix]
  · -- `f` and its conjugate have the same norm
    have key : ∀ u : L2, (∀ᵐ x, ‖u x‖ = ‖f x‖) → ‖u‖ ^ 2 = ∫ x, ‖f x‖ ^ 2 := by
      intro u hu
      have e : inner ℂ u u = ((∫ x, ‖f x‖ ^ 2 : ℝ) : ℂ) := by
        rw [L2.inner_def]
        refine Eq.trans (integral_congr_ae ?_) (integral_ofReal (f := fun x => ‖f x‖ ^ 2))
        filter_upwards [hu] with x hx
        rw [RCLike.inner_apply, Complex.mul_conj, Complex.normSq_eq_norm_sq, hx]
        rfl
      rw [← inner_self_eq_norm_sq (𝕜 := ℂ) u, e]
      exact Complex.ofReal_re _
    have k1 := key (hf.toLp f) (hf.coeFn_toLp.mono fun x hx => by rw [hx])
    have k2 := key (conjState hf) (hψ.mono fun x hx => by rw [hx, Complex.norm_conj])
    have k3 : ‖conjState hf‖ = ‖hf.toLp f‖ :=
      (pow_left_inj₀ (norm_nonneg _) (norm_nonneg _) two_ne_zero).1 (k2.trans k1.symm)
    have h' : ‖∫ x, f x ^ 2‖ ≠ 0 := norm_ne_zero_iff.2 h
    rw [projector, norm_smul, norm_inv, ContinuousLinearMap.norm_smulRight_apply,
      innerSL_apply_norm, k3, ← k1]
    field_simp
```

## Two Gaussian moments

The complex Gaussian integral is $\int e^{-cx^2}dx=(\pi/c)^{1/2}$, with modulus $\sqrt{\pi/|c|}$. The second moment follows from a total derivative:

$$0=\int\left(xe^{-cx^2}\right)'dx=\int e^{-cx^2}dx-2c\int x^2e^{-cx^2}dx,$$

so that

$$\left|\int x^2e^{-cx^2}dx\right|=\frac{1}{2|c|}\sqrt{\frac{\pi}{|c|}} .$$

The vanishing integral is `h0`; the Mathlib lemma that proves it assumes that both the function and its derivative are integrable.

```lean
/-- Moduli of the zeroth and second moments of the complex Gaussian `exp(-c x²)`. -/
theorem gaussian_moments {c : ℂ} (hc : 0 < c.re) :
    ‖∫ x, ground (2 * c) x‖ = Real.sqrt (π / ‖c‖) ∧
    ‖∫ x : ℝ, (x : ℂ) ^ 2 * ground (2 * c) x‖ = Real.sqrt (π / ‖c‖) / (2 * ‖c‖) := by
  have h2 : 0 < (2 * c).re := by simpa using hc
  have hc0 : 0 < ‖c‖ := hc.trans_le (Complex.re_le_norm c)
  have hG : ‖∫ x, ground (2 * c) x‖ = Real.sqrt (π / ‖c‖) := by
    have e : ∫ x, ground (2 * c) x = ((π : ℂ) / c) ^ (1 / 2 : ℂ) := by
      rw [← integral_gaussian_complex hc]
      simp only [ground, mul_div_cancel_left₀ c (two_ne_zero : (2 : ℂ) ≠ 0)]
    have s : (((π : ℂ) / c) ^ (1 / 2 : ℂ)) ^ 2 = (π : ℂ) / c := by
      rw [← Complex.cpow_nat_mul]
      norm_num
    have n : ‖((π : ℂ) / c) ^ (1 / 2 : ℂ)‖ ^ 2 = π / ‖c‖ := by
      rw [← norm_pow, s, norm_div, Complex.norm_real, Real.norm_of_nonneg Real.pi_pos.le]
    rw [e, ← n, Real.sqrt_sq (norm_nonneg _)]
  refine ⟨hG, ?_⟩
  -- the derivative of `x exp(-c x²)` integrates to zero
  obtain ⟨i0, i1, i2⟩ := integrable_states h2
  have h0 : ∫ x : ℝ, (ground (2 * c) x - 2 * c * ((x : ℂ) ^ 2 * ground (2 * c) x)) = 0 :=
    integral_eq_zero_of_hasDerivAt_of_integrable (fun x => (hasDerivAt_states (2 * c) x).2)
      (i0.sub (i2.const_mul (2 * c))) i1
  rw [integral_sub i0 (i2.const_mul (2 * c)), integral_const_mul] at h0
  rw [← hG, sub_eq_zero.1 h0, norm_mul, norm_mul, Complex.norm_ofNat]
  field_simp
```

## The ratios

The numerators are the same moments with $c$ replaced by $\operatorname{Re}c$, since $|f_0|^2=e^{-(\operatorname{Re}c)x^2}$. Therefore

$$\frac{\int|f_0|^2}{|\int f_0^2|}=\frac{\sqrt{\pi/\operatorname{Re}c}}{\sqrt{\pi/|c|}}=\left(\frac{|c|}{\operatorname{Re}c}\right)^{1/2},$$

and the second moment contributes one more factor $|c|/\operatorname{Re}c$:

$$\frac{\int|f_1|^2}{|\int f_1^2|}=\left(\frac{|c|}{\operatorname{Re}c}\right)^{3/2}.$$

In the code, `N` writes each real numerator as the modulus of a complex integral, so `gaussian_moments` serves for numerator and denominator alike.

```lean
/-- For `Re c > 0` the ratio of `∫ |f|²` to `|∫ f²|` is `(|c|/Re c)^(1/2)` for `exp(-c x²/2)` and
`(|c|/Re c)^(3/2)` for `x exp(-c x²/2)`. -/
theorem overlap_ratios {c : ℂ} (hc : 0 < c.re) :
    (∫ x, ‖ground c x‖ ^ 2) / ‖∫ x, ground c x ^ 2‖ = (‖c‖ / c.re) ^ (1 / 2 : ℝ) ∧
    (∫ x, ‖excited c x‖ ^ 2) / ‖∫ x, excited c x ^ 2‖ = (‖c‖ / c.re) ^ (3 / 2 : ℝ) := by
  have hc0 : 0 < ‖c‖ := hc.trans_le (Complex.re_le_norm c)
  have hr : 0 < ((c.re : ℂ)).re := by simpa using hc
  have nr : ‖(c.re : ℂ)‖ = c.re := by rw [Complex.norm_real, Real.norm_of_nonneg hc.le]
  have N : ∀ f : ℝ → ℂ, ∫ x, ‖f x‖ ^ 2 = ‖∫ x, ((‖f x‖ ^ 2 : ℝ) : ℂ)‖ := by
    intro f
    have h : ∫ x, ((‖f x‖ ^ 2 : ℝ) : ℂ) = ((∫ x, ‖f x‖ ^ 2 : ℝ) : ℂ) := integral_ofReal
    rw [h, Complex.norm_real, Real.norm_of_nonneg (integral_nonneg fun x => sq_nonneg _)]
  -- `|f₀|²` is the Gaussian with parameter `2 Re c`
  have k0 : ∀ x, ((‖ground c x‖ ^ 2 : ℝ) : ℂ) = ground (2 * (c.re : ℂ)) x := by
    intro x
    have hn : ‖ground c x‖ = Real.exp (-(c.re / 2) * x ^ 2) := by
      rw [ground, Complex.norm_exp, ← Complex.ofReal_pow, Complex.re_mul_ofReal]
      simp
    rw [hn, ← ground_sq, ground, Complex.ofReal_pow, Complex.ofReal_exp]
    push_cast
    ring
  have k1 : ∀ x : ℝ, ((‖excited c x‖ ^ 2 : ℝ) : ℂ)
      = (x : ℂ) ^ 2 * ground (2 * (c.re : ℂ)) x := by
    intro x
    rw [← k0, excited, norm_mul, mul_pow, Complex.norm_real, Real.norm_eq_abs, sq_abs,
      Complex.ofReal_mul, Complex.ofReal_pow x]
  have r0 : Real.sqrt (π / c.re) / Real.sqrt (π / ‖c‖) = (‖c‖ / c.re) ^ (1 / 2 : ℝ) := by
    rw [← Real.sqrt_eq_rpow, ← Real.sqrt_div (by positivity)]
    congr 1
    field_simp
  constructor
  · rw [N]
    simp_rw [k0, ground_sq]
    rw [(gaussian_moments hr).1, (gaussian_moments hc).1, nr, r0]
  · rw [N]
    simp_rw [k1, excited, mul_pow, ground_sq]
    rw [(gaussian_moments hr).2, (gaussian_moments hc).2, nr,
      show (3 / 2 : ℝ) = 1 + 1 / 2 by norm_num, Real.rpow_add (by positivity), Real.rpow_one,
      ← r0]
    have : Real.sqrt (π / ‖c‖) ≠ 0 := (Real.sqrt_pos.2 (by positivity)).ne'
    field_simp
```

These ratios are the projector norms, provided that $\int f^2\ne0$. The proof reads this off from the ratio itself: Lean sets division by zero to zero, whereas the ratio is positive.

```lean
/-- The projectors onto the two eigenfunctions are idempotent, with operator norms
`(|c|/Re c)^(1/2)` and `(|c|/Re c)^(3/2)`. -/
theorem projector_norms {c : ℂ} (hc : 0 < c.re) :
    (projector (memLp_states hc).1 * projector (memLp_states hc).1
        = projector (memLp_states hc).1 ∧
      ‖projector (memLp_states hc).1‖ = (‖c‖ / c.re) ^ (1 / 2 : ℝ)) ∧
    (projector (memLp_states hc).2 * projector (memLp_states hc).2
        = projector (memLp_states hc).2 ∧
      ‖projector (memLp_states hc).2‖ = (‖c‖ / c.re) ^ (3 / 2 : ℝ)) := by
  have hK : 0 < ‖c‖ / c.re := div_pos (hc.trans_le (Complex.re_le_norm c)) hc
  have aux : ∀ (f : ℝ → ℂ) (hf : MemLp f 2 volume) (r : ℝ), 0 < r →
      (∫ x, ‖f x‖ ^ 2) / ‖∫ x, f x ^ 2‖ = r →
      projector hf * projector hf = projector hf ∧ ‖projector hf‖ = r := by
    intro f hf r hr e
    -- a positive ratio excludes `∫ f² = 0`
    have hne : ∫ x, f x ^ 2 ≠ 0 := by
      intro h
      rw [h, norm_zero, div_zero] at e
      exact hr.ne e
    obtain ⟨-, hp, hn⟩ := projector_spec hf hne
    exact ⟨hp, by rw [← e, eq_div_iff (norm_ne_zero_iff.2 hne)]; exact hn⟩
  exact ⟨aux _ _ _ (Real.rpow_pos_of_pos hK _) (overlap_ratios hc).1,
    aux _ _ _ (Real.rpow_pos_of_pos hK _) (overlap_ratios hc).2⟩
```

## Growth from the first state to the second

Write $P_0$ and $P_1$ for the projectors of $f_0$ and $f_1$, and $K=|c|/\operatorname{Re}c$. Always $K\ge1$, with equality exactly when $c$ is real. In that case both norms are $1$, as for orthogonal projectors. If $\operatorname{Im}c\neq0$, then $K>1$ and $1<K^{1/2}<K^{3/2}$.

For this one-dimensional, one-particle model, adding a bounded potential $V(x)$, real or complex, to $H_c$ shifts the eigenvalue to first order by $\int Vf^2/\int f^2$, which is at most $\|P_f\|\,\sup|V|$ in modulus. The complex potential $V(x)=e^{i(\operatorname{Im}c)x^2}$ reaches this bound for both states, because then $Vf^2=|f|^2$. If $c$ is not real, a nonzero real $V$ stays below the bound. The theorem compares these two states only and makes no statement about higher ones.

```lean
/-- The projector norms satisfy `1 < ‖P₀‖ < ‖P₁‖` exactly when `c` is not real. -/
theorem projector_norms_grow_iff {c : ℂ} (hc : 0 < c.re) :
    (1 < ‖projector (memLp_states hc).1‖ ∧
      ‖projector (memLp_states hc).1‖ < ‖projector (memLp_states hc).2‖) ↔ c.im ≠ 0 := by
  rw [(projector_norms hc).1.2, (projector_norms hc).2.2, ← Complex.abs_re_lt_norm,
    abs_of_pos hc]
  constructor
  · rintro ⟨h, -⟩
    by_contra hn
    have hK : ‖c‖ / c.re ≤ 1 := (div_le_one₀ hc).2 (not_lt.1 hn)
    exact absurd h (not_lt.2 (Real.rpow_le_one (by positivity) hK (by norm_num)))
  · intro h
    have hK : 1 < ‖c‖ / c.re := (one_lt_div₀ hc).2 h
    exact ⟨Real.one_lt_rpow hK (by norm_num),
      Real.rpow_lt_rpow_of_exponent_lt hK (by norm_num)⟩

end

end ComplexOscillator
```

```lean
#print axioms ComplexOscillator.oscillator_eigen
#print axioms ComplexOscillator.projector_norms
#print axioms ComplexOscillator.projector_norms_grow_iff
```

```
'ComplexOscillator.oscillator_eigen' depends on axioms: [propext, Classical.choice, Quot.sound]
'ComplexOscillator.projector_norms' depends on axioms: [propext, Classical.choice, Quot.sound]
'ComplexOscillator.projector_norms_grow_iff' depends on axioms: [propext, Classical.choice, Quot.sound]
```
